# Exact error of Newton's method for the RPA amplitude of one stable pair, started from zero

When the random-phase approximation (RPA) is solved through its amplitude equation, the amplitudes are improved step by step, and at some point one has to decide that the correlation energy is accurate enough to stop. For a model with a single particle-hole pair and Newton updates started from zero amplitude, the error left at every step can be written down exactly.

Let the real number $a$ be the diagonal coupling of the pair, which contains its orbital-energy gap and an interaction term, and let $b$ be the coupling between its excitation and de-excitation. The RPA equations for the two components $X$ and $Y$ are
$$aX+bY=\omega X,\qquad bX+aY=-\omega Y .$$
With the amplitude $t=Y/X$, the first gives $\omega=a+bt$, and the second then becomes
$$b+2at+bt^2=0 .$$
The condition $0<b<a$ describes a stable pair with positive coupling: both $a-b$ and $a+b$ are positive, and the excitation energy $\omega=\sqrt{a^2-b^2}$ is real and nonzero. The physical root $p$ lies in $(-1,0)$, where $|Y|<|X|$ and the usual normalisation $X^2-Y^2=1$ is possible.

## The amplitude equation and its Newton iterates

```lean
import Mathlib

namespace OnePairNewton

noncomputable section
```

The file loads the mathematical library Mathlib and opens a namespace, which is a common prefix for the names that follow.

```lean
/-- The residual of the one-pair RPA amplitude equation, with diagonal coupling `a`
and pair coupling `b`. -/
def riccati (a b t : ℝ) : ℝ := b + 2 * a * t + b * t ^ 2
```

This defines the residual $f(t)=b+2at+bt^2$. The annotation `(a b t : ℝ)` says that all three arguments are real numbers. Nothing is assumed about their signs yet; each theorem states the conditions it needs.

```lean
/-- One Newton update of the pair amplitude. -/
def newtonStep (a b t : ℝ) : ℝ := t - riccati a b t / (2 * a + 2 * b * t)
```

One update is
$$N(t)=t-\frac{f(t)}{2a+2bt}.$$
Lean's division is defined for every denominator, with value zero when the denominator is zero, so the main theorem includes a proof that this case never arises.

```lean
/-- The Newton iterates of the pair amplitude, started from zero amplitude. -/
def newtonAmp (a b : ℝ) : ℕ → ℝ
  | 0 => 0
  | n + 1 => newtonStep a b (newtonAmp a b n)
```

The sequence is defined by recursion: $t_0=0$ and $t_{n+1}=N(t_n)$. In Lean, $t_n$ is `newtonAmp a b n`. The index counts completed updates, so $n=0$ is the uncorrelated starting point, and the first update gives $t_1=-b/(2a)$.

```lean
/-- The denominator of the Newton update is the derivative of the residual. -/
theorem riccati_hasDerivAt (a b t : ℝ) :
    HasDerivAt (riccati a b) (2 * a + 2 * b * t) t := by
  have e : riccati a b = fun x => (b + 2 * a * x) + b * (x * x) := by
    funext x
    unfold riccati
    ring
  have h := (((hasDerivAt_id' t).const_mul (2 * a)).const_add b).fun_add
    (((hasDerivAt_id' t).fun_mul (hasDerivAt_id' t)).const_mul b)
  rw [e]
  exact h.congr_deriv (by ring)
```

`HasDerivAt f f' t` says that the function `f` has derivative `f'` at the point `t`. The theorem states that $f'(t)=2a+2bt$, so the denominator in the update is the one that Newton's method requires. The proof writes $t^2$ as $t\cdot t$, applies the sum and product rules, and lets `ring`, which proves polynomial identities, bring the result into the stated form.

## One physical root

```lean
/-- For `0 < b < a` the amplitude equation has exactly one root between `-1` and `0`. -/
theorem existsUnique_root {a b : ℝ} (hb : 0 < b) (hab : b < a) :
    ∃! p : ℝ, (-1 < p ∧ p < 0) ∧ riccati a b p = 0 := by
  have hc : Continuous (riccati a b) := by
    show Continuous (fun t : ℝ => b + 2 * a * t + b * t ^ 2)
    fun_prop
  -- the residual changes sign between -1 and 0
  have hmem : (0 : ℝ) ∈ Set.Ioo (riccati a b (-1)) (riccati a b 0) := by
    constructor <;> unfold riccati <;> linarith
  obtain ⟨p, hp, hp0⟩ :=
    intermediate_value_Ioo (by norm_num : (-1 : ℝ) ≤ 0) hc.continuousOn hmem
  refine ⟨p, ⟨⟨hp.1, hp.2⟩, hp0⟩, ?_⟩
  rintro y ⟨⟨hy1, _⟩, hy0⟩
  have hp1 : -1 < p := hp.1
  -- the difference of two residuals factorises, with a positive second factor
  have hpos : 0 < 2 * a + b * (y + p) := by
    nlinarith [mul_pos hb (by linarith : 0 < y + p + 2)]
  have hz : (y - p) * (2 * a + b * (y + p)) = 0 := by
    unfold riccati at hy0 hp0
    linear_combination hy0 - hp0
  rcases mul_eq_zero.mp hz with h | h
  · linarith
  · exact absurd h hpos.ne'
```

The symbol `∃!` means "there is exactly one". Names such as `hb : 0 < b` are hypotheses that the proof may use.

For existence, evaluate the residual at the ends of the interval:
$$f(-1)=2(b-a)<0,\qquad f(0)=b>0 .$$
Since $f$ is continuous, it vanishes somewhere in between. In the proof this is `intermediate_value_Ioo`, where `Ioo` denotes an open interval.

For uniqueness, let $y$ and $p$ both be roots in the interval. Subtracting the two equations gives
$$0=f(y)-f(p)=(y-p)\bigl(2a+b(y+p)\bigr).$$
Because $y+p>-2$, the second factor exceeds $2(a-b)>0$, so $y=p$. The lines `hpos` and `hz` are these two facts. The tactics `linarith` and `nlinarith` prove inequalities, and `linear_combination` proves an equation by adding multiples of known ones.

Existence can fail without $b<a$. For $a=1$, $b=2$ the residual $2+2t+2t^2$ has no real root, and the Newton iterates run $0,-1,0,-1,\dots$ for ever.

## How one update changes the error

```lean
/-- If the slope `2 * a + 2 * b * t` is nonzero, the signed error relative to any root `x` after a
Newton update from `t` is `b` times the square of the old error, over that slope. -/
theorem newtonStep_sub_root {a b t x : ℝ} (hx : riccati a b x = 0)
    (h : 2 * a + 2 * b * t ≠ 0) :
    newtonStep a b t - x = b * (t - x) ^ 2 / (2 * a + 2 * b * t) := by
  unfold newtonStep
  rw [eq_div_iff h, sub_mul, sub_mul, div_mul_cancel₀ _ h]
  unfold riccati at hx ⊢
  linear_combination -hx
```

Here $x$ is any root and $t$ any point with nonzero slope. Since $f(x)=0$,
$$f(t)=f(t)-f(x)=(t-x)\bigl(2a+b(t+x)\bigr),$$
and therefore
$$N(t)-x=(t-x)\,\frac{2a+2bt-2a-b(t+x)}{2a+2bt}=\frac{b(t-x)^2}{2a+2bt}.$$
For a quadratic residual this is exact, with no higher-order remainder. The Lean proof multiplies through by the denominator, using `h`, and finishes with one multiple of the root equation.

```lean
/-- A Newton update with nonzero denominator squares the ratio of the differences from two roots `p`
and `q` (written without division). -/
theorem newtonStep_ratio {a b t p q : ℝ} (hp : riccati a b p = 0)
    (hq : riccati a b q = 0) (h : 2 * a + 2 * b * t ≠ 0) :
    (newtonStep a b t - p) * (t - q) ^ 2 = (newtonStep a b t - q) * (t - p) ^ 2 := by
  rw [newtonStep_sub_root hp h, newtonStep_sub_root hq h]
  ring
```

Apply the previous formula to two roots $p$ and $q$. The factor $b/(2a+2bt)$ is the same for both, so
$$(N(t)-p)(t-q)^2=(N(t)-q)(t-p)^2 .$$
Where the distances to $q$ are nonzero, this says
$$\frac{N(t)-p}{N(t)-q}=\left(\frac{t-p}{t-q}\right)^2 .$$
The proof substitutes both error formulas, after which `ring` recognises the two sides as equal.

## The iterates stay above the physical root

```lean
/-- Every Newton iterate lies above the root `p`, and the residual has positive slope there. -/
theorem newtonAmp_above {a b p : ℝ} (hb : 0 < b) (hab : b < a) (hp1 : -1 < p)
    (hp0 : p < 0) (hp : riccati a b p = 0) (n : ℕ) :
    p < newtonAmp a b n ∧ 0 < 2 * a + 2 * b * newtonAmp a b n := by
  have slope : ∀ t, p < t → 0 < 2 * a + 2 * b * t := fun t ht => by
    nlinarith [mul_pos hb (by linarith : 0 < t + 1)]
  induction n with
  | zero => exact ⟨hp0, slope _ hp0⟩
  | succ n ih =>
    have hs := newtonStep_sub_root hp ih.2.ne'
    have hd : 0 < newtonAmp a b n - p := sub_pos.mpr ih.1
    have hpos : 0 < newtonStep a b (newtonAmp a b n) - p := by
      rw [hs]
      exact div_pos (mul_pos hb (pow_pos hd 2)) ih.2
    have hlt : p < newtonAmp a b (n + 1) := sub_pos.mp hpos
    exact ⟨hlt, slope _ hlt⟩
```

The sign `∧` means "and": for every $n$, $t_n>p$ and $2a+2bt_n>0$.

The second part follows from the first. If $t>p>-1$, then $2a+2bt>2(a-b)>0$; the proof calls this `slope`. The first part is an induction. At the start, $t_0=0>p$. If $t_n>p$, then
$$t_{n+1}-p=\frac{b(t_n-p)^2}{2a+2bt_n}>0 .$$
The cases `zero` and `succ` are these two steps, and `ih` is the induction hypothesis. All iterates therefore stay on the same side of the physical root as the zero amplitude they start from.

## The exact error ratio

```lean
/-- Exact Newton error for one pair: no update divides by zero, no iterate equals `p⁻¹`, and the
ratio of its differences from `p` and from `p⁻¹` is `p ^ (2 ^ (n + 1))`. -/
theorem newton_exact_error {a b p : ℝ} (hb : 0 < b) (hab : b < a) (hp1 : -1 < p)
    (hp0 : p < 0) (hp : riccati a b p = 0) (n : ℕ) :
    2 * a + 2 * b * newtonAmp a b n ≠ 0 ∧ newtonAmp a b n - p⁻¹ ≠ 0 ∧
      (newtonAmp a b n - p) / (newtonAmp a b n - p⁻¹) = p ^ (2 ^ (n + 1)) := by
  have hpq : p * p⁻¹ = 1 := mul_inv_cancel₀ hp0.ne
  generalize p⁻¹ = q at hpq ⊢
  -- the reciprocal of p is the other root, and it lies below -1
  have hq : riccati a b q = 0 := by
    unfold riccati at hp ⊢
    linear_combination q ^ 2 * hp - (2 * a * q + b * (p * q + 1)) * hpq
  have hq1 : q < -1 := by
    by_contra hcon
    have h1 : 0 ≤ q + 1 := by linarith [not_lt.mp hcon]
    nlinarith [mul_nonneg (neg_nonneg.mpr hp0.le) h1]
  have hne : ∀ m, newtonAmp a b m - q ≠ 0 := fun m => by
    have h1 := (newtonAmp_above hb hab hp1 hp0 hp m).1
    exact (by linarith : 0 < newtonAmp a b m - q).ne'
  refine ⟨(newtonAmp_above hb hab hp1 hp0 hp n).2.ne', hne n, ?_⟩
  induction n with
  | zero =>
    rw [div_eq_iff (hne 0)]
    simp only [newtonAmp, zero_add, pow_one]
    linear_combination p * hpq
  | succ n ih =>
    have hr := newtonStep_ratio hp hq (newtonAmp_above hb hab hp1 hp0 hp n).2.ne'
    rw [div_eq_iff (hne n)] at ih
    rw [div_eq_iff (hne (n + 1)), pow_succ 2 (n + 1), pow_mul]
    -- insert the old ratio and cancel the common square
    apply mul_right_cancel₀ (pow_ne_zero 2 (hne n))
    change (newtonStep a b (newtonAmp a b n) - p) * _ =
      _ * (newtonStep a b (newtonAmp a b n) - q) * _
    rw [hr, ih]
    ring
```

For a root $p$ in $(-1,0)$ and every $n$, the theorem states three things: the next update has a nonzero denominator, $t_n$ differs from $p^{-1}$, and
$$\frac{t_n-p}{t_n-p^{-1}}=p^{2^{n+1}} .$$

Write $q=p^{-1}$, so that $pq=1$. This is the other root, because
$$q^2f(p)=bq^2+2aq(pq)+b(pq)^2=f(q).$$
Physically it belongs to the solution with energy $-\omega$. From $-1<p<0$ it follows that $q<-1$, and since $t_n>p>-1$, no iterate can meet $q$. These facts are `hq`, `hq1` and `hne`. The command `generalize` replaces the inverse by the letter $q$ and keeps only the relation $pq=1$.

The ratio formula is proved by induction. At $n=0$,
$$\frac{0-p}{0-q}=\frac{p}{q}=p^2 .$$
For the next step, the ratio is squared by the update:
$$\left(p^{2^{n+1}}\right)^2=p^{2^{n+2}} .$$
Lean works with products here. It multiplies the desired equation by $(t_n-q)^2$, inserts `newtonStep_ratio` as `hr` and the old ratio as `ih`, and cancels the common square, which is allowed because $t_n\neq q$.

Since $|p|<1$, the right-hand side tends to zero and $t_n$ converges to $p$, a consequence that the file leaves unstated.

The hypothesis `hab` is convenient here but already implied by the others. Dividing the root equation by $bp$ gives $2a/b=|p|+1/|p|$, which exceeds $2$ when $-1<p<0$. The condition $b<a$ does its real work in guaranteeing that such a root exists.

The root could also have been modelled by its explicit formula, $p=(-a+\sqrt{a^2-b^2})/b$. The theorem would then need no hypotheses about $p$, but its proof would have to carry the square root or first establish the same root properties.

## The error of the pair energy

```lean
/-- The error of the pair energy `b t / 2` after `n` Newton updates, in closed form in terms
of the root `p` and the excitation energy `√(a² - b²)`. -/
theorem newton_energy_error {a b p : ℝ} (hb : 0 < b) (hab : b < a) (hp1 : -1 < p)
    (hp0 : p < 0) (hp : riccati a b p = 0) (n : ℕ) :
    b / 2 * newtonAmp a b n - b / 2 * p =
      √(a ^ 2 - b ^ 2) * p ^ (2 ^ (n + 1)) / (1 - p ^ (2 ^ (n + 1))) := by
  obtain ⟨_, hne, h⟩ := newton_exact_error hb hab hp1 hp0 hp n
  rw [div_eq_iff hne] at h
  have hR : p ^ (2 ^ (n + 1)) < 1 := by
    rw [pow_succ' 2 n, pow_mul]
    exact pow_lt_one₀ (sq_nonneg p) (by nlinarith) (pow_ne_zero n two_ne_zero)
  have hpq : p * p⁻¹ = 1 := mul_inv_cancel₀ hp0.ne
  generalize p⁻¹ = q at hpq h
  generalize p ^ (2 ^ (n + 1)) = R at h hR ⊢
  unfold riccati at hp
  -- the excitation energy is a + b p
  have hw : √(a ^ 2 - b ^ 2) = b * p + a := by
    have e : a ^ 2 - b ^ 2 = (b * p + a) ^ 2 := by linear_combination -b * hp
    rw [e]
    exact Real.sqrt_sq (by nlinarith [mul_pos hb (by linarith : 0 < p + 1)])
  have hsum : 2 * a + b * (p + q) = 0 := by
    linear_combination q * hp - (2 * a + b * p) * hpq
  rw [hw, eq_div_iff (by linarith : 0 < 1 - R).ne']
  linear_combination (b / 2) * h - (R / 2) * hsum
```

The correlation energy of the pair is taken as $bt/2$, the one-pair form of the RPA expression. At the root it equals $(\omega-a)/2$, half the shift of the excitation energy from $a$. With $R=p^{2^{n+1}}$, the theorem reads
$$\frac b2\,(t_n-p)=\frac{\omega R}{1-R},\qquad \omega=\sqrt{a^2-b^2}.$$

To derive it, start from $t_n-p=R(t_n-q)$. Writing $t_n-q=(t_n-p)+(p-q)$ and solving for the error gives
$$t_n-p=\frac{R\,(p-q)}{1-R} .$$
The sum of the roots is $p+q=-2a/b$, so $b(p-q)/2=a+bp$. This is the excitation energy, because
$$(a+bp)^2=a^2+b(2ap+bp^2)=a^2-b^2$$
and $a+bp>a-b>0$ selects the positive square root. In the proof, `hw` identifies the square root, `hsum` is the sum of the roots, and `hR` is the bound $R<1$ that makes the last division legitimate.

Take $a=5$ and $b=4$ in some energy unit. Then $p=-1/2$, $\omega=3$, and the exact pair energy is $-1$. The errors for $n=0,1,2,3$ are
$$1,\qquad \frac15,\qquad \frac1{85},\qquad \frac1{21845}.$$
The error is positive at every step, so the computed energy lies above the converged one.

For one pair, the formula gives reference values for testing a Newton solver of the RPA amplitude equation that starts from zero amplitude, up to rounding. With many pairs the amplitude is a matrix and each Newton update requires the solution of a linear matrix equation, which these theorems do not treat; nor do they include rounding errors.

## Halving at the instability threshold

```lean
/-- For `a = b` with `b ≠ 0`, the Newton iterates are `-1 + (1/2)^n`. -/
theorem newton_at_threshold {b : ℝ} (hb : b ≠ 0) (n : ℕ) :
    newtonAmp b b n = -1 + (1 / 2) ^ n := by
  induction n with
  | zero => simp [newtonAmp]
  | succ n ih =>
    have hs : ((1 : ℝ) / 2) ^ n ≠ 0 := pow_ne_zero n (by norm_num)
    change newtonStep b b (newtonAmp b b n) = _
    rw [ih, pow_succ]
    generalize ((1 : ℝ) / 2) ^ n = s at hs ⊢
    have hd : 2 * b + 2 * b * (-1 + s) ≠ 0 := by
      have e : 2 * b + 2 * b * (-1 + s) = 2 * b * s := by ring
      rw [e]
      exact mul_ne_zero (mul_ne_zero two_ne_zero hb) hs
    have hq : riccati b b (-1 + s) / (2 * b + 2 * b * (-1 + s)) = s / 2 := by
      rw [div_eq_iff hd]
      unfold riccati
      ring
    unfold newtonStep
    rw [hq]
    ring

end

end OnePairNewton
```

At $a=b$ the excitation energy is zero and the residual is $f(t)=b(1+t)^2$, with the double root $-1$. The theorem needs only $b\neq0$ and states
$$t_n=-1+\left(\tfrac12\right)^n .$$

The formula holds at $n=0$. If $t_n=-1+s$ with $s=(1/2)^n$, the residual is $bs^2$ and the slope is $2bs$, so the update subtracts $s/2$ and leaves $t_{n+1}=-1+s/2$. In the proof, `hd` shows that the slope is nonzero and `hq` evaluates the correction.

The distance to the root is thus only halved in each update. Ten updates reduce it by a factor of $1024$, whereas in the example with $a=5$ and $b=4$ three updates reduce the energy error by a factor of $21845$.

```lean
#print axioms OnePairNewton.existsUnique_root
#print axioms OnePairNewton.newton_exact_error
#print axioms OnePairNewton.newton_energy_error
#print axioms OnePairNewton.newton_at_threshold
```

```
'OnePairNewton.existsUnique_root' depends on axioms: [propext, Classical.choice, Quot.sound]
'OnePairNewton.newton_exact_error' depends on axioms: [propext, Classical.choice, Quot.sound]
'OnePairNewton.newton_energy_error' depends on axioms: [propext, Classical.choice, Quot.sound]
'OnePairNewton.newton_at_threshold' depends on axioms: [propext, Classical.choice, Quot.sound]
```
